# Bound states of a half chain with a finite-range potential are the zeros of its Jost polynomial in the unit disc

Put one impurity of strength $u$ on the first site of a half-infinite tight-binding chain, with hopping $-1$ and a hard wall at site $0$. From the impurity site onwards I take the decaying wave $f_n=z^n$ for $n\ge1$, with $0<|z|<1$ and energy $E=-(z+1/z)$. The equation at site $1$ then gives $f_0=1+uz$. The wall demands $f_0=0$, so $z=-1/u$, and such a state exists exactly when $|u|>1$.

I believe the same mechanism works for any real potential on sites $1,\dots,N$: $f_0$ is a polynomial in $z$ of degree at most $2N-1$, and its zeros with $|z|<1$ give the bound states. Can this be made rigorous and checked by machine?

## Removing sites from the left

Yes. Write the chain equation at site $n+1$, for $n\ge0$, as
$$-f_n-f_{n+2}+v_{n+1}f_{n+1}=Ef_{n+1},$$
with $v_n=0$ for $n>N\ge1$. Set $f_n=z^nP_n(z)$, with $P_n=1$ for $n\ge N$. Solving for $f_n$, inserting $-E=z+1/z$ and dividing by $z^n$ gives
$$P_n=(1+v_{n+1}z+z^2)P_{n+1}-z^2P_{n+2}.$$

In particular $P_{N-1}=1+v_Nz$. At $z=0$ the recursion reads $P_n(0)=P_{n+1}(0)$, so $f_0=P_0$ has constant term $1$. Each further site raises the degree bound by two, so $\deg P_0\le2N-1$. Only the product $z^2P_{n+1}$ reaches the new top power, so the coefficient of $z^{2N-1}$ in $P_0$ is $v_N$.

## Why a zero means a bound state

Let $0<|z|<1$. If $f_0=0$, then $f$ satisfies the wall condition, its tail is geometric and hence square-summable, and $f_N=z^N\ne0$. So $f$ is a bound state.

Conversely, let $\psi$ be a bound state at the same energy, and let $W_n=f_n\psi_{n+1}-f_{n+1}\psi_n$. Eliminating $f_{n+2}$ and $\psi_{n+2}$ with the chain equation gives
$$W_{n+1}=f_{n+1}\psi_{n+2}-f_{n+2}\psi_{n+1}=-f_{n+1}\psi_n+f_n\psi_{n+1}=W_n.$$
Both sequences tend to zero, so $W_n=0$ for all $n$. Since $\psi_0=0$, this says $f_0\psi_1=0$. If $\psi_1$ were zero, the recursion would make all of $\psi$ zero; hence $f_0=0$.

These zeros are real. Let $J_n=\operatorname{Im}(\overline{\psi_n}\psi_{n+1})$. Multiplying the equation at site $k$ by $\overline{\psi_k}$ and taking imaginary parts gives $J_{k-1}-J_k=\operatorname{Im}E\,|\psi_k|^2$. As $J_0=0$ and $J_n\to0$, summation gives $\operatorname{Im}E\sum_{k\ge1}|\psi_k|^2=0$, so $E$ is real. Then $\operatorname{Im}z\,(1-1/|z|^2)=0$ forces $z$ to be real.

## Two sites with numbers

For $N=2$,
$$P_0=1+(v_1+v_2)z+v_1v_2z^2+v_2z^3.$$
Take $v_1=0$ and $v_2=-8/5$. Then
$$P_0=-\tfrac85\left(z-\tfrac12\right)\left(z^2+\tfrac12z+\tfrac54\right).$$
The complex pair has $|z|^2=5/4$ and lies outside the disc. The zero $z=1/2$ gives $E=-5/2$, with $f_0=0$, $f_1=1/10$ and $f_n=2^{-n}$ for $n\ge2$. The squared norm is $7/75$, so the normalised state has probability $3/28$ on site $1$ and $75/112$ on site $2$.

## The chain and its bound states in Lean

`IsChainSolution v E f` is the equation above for a real potential `v` and complex `E` and `f`. Energies are in units of the magnitude of the hopping, and `v 0` never enters. `HasBoundState v E` asks for a nonzero, square-summable solution with `f 0 = 0`. `jostPoly N v` is $P_0$ as a real polynomial, and `aeval z` evaluates it at complex $z$.

The main theorem, `jost_polynomial_bound_states`, assumes `1 ≤ N` and a potential that vanishes beyond `N`. It gives the degree bound, the constant term and, for every $z\ne0$, a solution with tail $z^n$ whose value at site $0$ is the polynomial. If also `‖z‖ < 1`, that value vanishes exactly when a bound state exists at `chainEnergy z`.

The bound-state criterion covers neither $|z|=1$, where $E$ lies in the band $[-2,2]$, nor potentials of infinite range. Scattering phases and the multiplicity of zeros are not treated. Every energy outside the band is $-(z+1/z)$ for exactly one $z$ with $0<|z|<1$: the two roots of $z^2+Ez+1$ have product $1$, and they lie on the unit circle only if $E$ is in the band. This last step is not part of the Lean code. With it, the search for bound states of one particle outside the band becomes a search for polynomial roots in the unit disc.

The Hamiltonian could also have been modelled as a bounded self-adjoint operator on $\ell^2$, with bound states as eigenvectors. Real energies would then follow from self-adjointness, but for $|z|\ge1$ the Jost solution is not square-summable and so lies outside $\ell^2$. Plain sequences cover all $z\ne0$ at once.

```lean
import Mathlib

open Polynomial Filter Topology

namespace HalfChainJost

noncomputable section

/-- The equation `-f_(n-1) - f_(n+1) + v_n f_n = E f_n` at all sites `n ≥ 1` of the half chain. -/
def IsChainSolution (v : ℕ → ℝ) (E : ℂ) (f : ℕ → ℂ) : Prop :=
  ∀ n, -f n - f (n + 2) + (v (n + 1) : ℂ) * f (n + 1) = E * f (n + 1)

/-- The energy `E` has a nonzero square-summable solution that vanishes at site `0`. -/
def HasBoundState (v : ℕ → ℝ) (E : ℂ) : Prop :=
  ∃ f : ℕ → ℂ, IsChainSolution v E f ∧ f 0 = 0 ∧ f ≠ 0 ∧ Summable (fun n => ‖f n‖ ^ 2)

/-- The energy `-(z + 1/z)` of the free wave `z^n`, for `z ≠ 0`. -/
def chainEnergy (z : ℂ) : ℂ := -(z + z⁻¹)

/-- The Jost polynomial of a potential on sites `1, ..., N`, built by removing sites
from the left end of the chain. -/
def jostPoly : ℕ → (ℕ → ℝ) → ℝ[X]
  | 0, _ => 1
  | 1, v => 1 + C (v 1) * X
  | N + 2, v => (1 + C (v 1) * X + X ^ 2) * jostPoly (N + 1) (fun m => v (m + 1))
      - X ^ 2 * jostPoly N (fun m => v (m + 2))

/-- The wave whose value at site `n` is `z^n` times the Jost polynomial of the chain
to the right of `n`. -/
def jostSolution (v : ℕ → ℝ) (N : ℕ) (z : ℂ) (n : ℕ) : ℂ :=
  z ^ n * aeval z (jostPoly (N - n) (fun m => v (m + n)))

lemma coeff_step (N : ℕ) (v : ℕ → ℝ) (k : ℕ) :
    (jostPoly (N + 2) v).coeff (k + 2) =
      (jostPoly (N + 1) (fun m => v (m + 1))).coeff (k + 2)
      + v 1 * (jostPoly (N + 1) (fun m => v (m + 1))).coeff (k + 1)
      + (jostPoly (N + 1) (fun m => v (m + 1))).coeff k
      - (jostPoly N (fun m => v (m + 2))).coeff k := by
  rw [jostPoly]
  generalize jostPoly (N + 1) (fun m => v (m + 1)) = P
  generalize jostPoly N (fun m => v (m + 2)) = Q
  have e : (1 + C (v 1) * X + X ^ 2) * P - X ^ 2 * Q
      = P + C (v 1) * (X * P) + X ^ 2 * P - X ^ 2 * Q := by ring
  have h1 : (X * P).coeff (k + 2) = P.coeff (k + 1) := coeff_X_mul _ _
  have h2 : (X ^ 2 * P).coeff (k + 2) = P.coeff k := coeff_X_pow_mul _ _ _
  have h3 : (X ^ 2 * Q).coeff (k + 2) = Q.coeff k := coeff_X_pow_mul _ _ _
  rw [e, coeff_sub, coeff_add, coeff_add, coeff_C_mul, h1, h2, h3]

lemma coeff_high : ∀ (N : ℕ) (v : ℕ → ℝ) (m : ℕ), 2 * N ≤ m → 1 ≤ m →
    (jostPoly N v).coeff m = 0
  | 0, v, m, _, h => by
      rw [jostPoly, coeff_one, if_neg (by omega)]
  | 1, v, m, h, _ => by
      rw [jostPoly, coeff_add, coeff_one, coeff_C_mul, coeff_X, if_neg (by omega),
        if_neg (by omega)]
      ring
  | N + 2, v, m, h, _ => by
      obtain ⟨k, rfl⟩ : ∃ k, m = k + 2 := ⟨m - 2, by omega⟩
      rw [coeff_step, coeff_high (N + 1) _ (k + 2) (by omega) (by omega),
        coeff_high (N + 1) _ (k + 1) (by omega) (by omega),
        coeff_high (N + 1) _ k (by omega) (by omega),
        coeff_high N _ k (by omega) (by omega)]
      ring

/-- For a potential on `N + 1` sites, the coefficient of `z^(2N+1)` in the Jost polynomial
is the potential on the last site. -/
theorem jostPoly_coeff_top (N : ℕ) : ∀ v : ℕ → ℝ,
    (jostPoly (N + 1) v).coeff (2 * N + 1) = v (N + 1) := by
  induction N with
  | zero => intro v; simp [jostPoly, coeff_one]
  | succ N ih =>
    intro v
    have h := coeff_step N v (2 * N + 1)
    rw [coeff_high (N + 1) _ (2 * N + 1 + 2) (by omega) (by omega),
      coeff_high (N + 1) _ (2 * N + 1 + 1) (by omega) (by omega), ih,
      coeff_high N _ (2 * N + 1) (by omega) (by omega)] at h
    have e : 2 * (N + 1) + 1 = 2 * N + 1 + 2 := by ring
    rw [e]
    linarith

lemma eval_zero_jostPoly : ∀ (N : ℕ) (v : ℕ → ℝ), (jostPoly N v).eval 0 = 1
  | 0, v => by simp [jostPoly]
  | 1, v => by simp [jostPoly]
  | N + 2, v => by simp [jostPoly, eval_zero_jostPoly (N + 1)]

lemma jostSolution_tail (v : ℕ → ℝ) (z : ℂ) {N n : ℕ} (h : N ≤ n) :
    jostSolution v N z n = z ^ n := by
  simp [jostSolution, Nat.sub_eq_zero_of_le h, jostPoly]

/-- If the potential vanishes beyond site `N`, the wave `jostSolution` solves the chain
equation at energy `-(z + 1/z)`. -/
theorem jostSolution_isChainSolution {v : ℕ → ℝ} {N : ℕ} (hv : ∀ n, N < n → v n = 0)
    {z : ℂ} (hz : z ≠ 0) : IsChainSolution v (chainEnergy z) (jostSolution v N z) := by
  intro n
  have hE : chainEnergy z * z = -(z ^ 2 + 1) := by
    have hzz : z⁻¹ * z = 1 := inv_mul_cancel₀ hz
    unfold chainEnergy
    linear_combination -hzz
  by_cases h1 : N ≤ n
  · -- free region
    rw [jostSolution_tail v z h1, jostSolution_tail v z (by omega : N ≤ n + 1),
      jostSolution_tail v z (by omega : N ≤ n + 2), hv (n + 1) (by omega), Complex.ofReal_zero]
    linear_combination (-(z ^ n)) * hE
  by_cases h2 : N = n + 1
  · -- last site of the potential
    have e : jostSolution v N z n = z ^ n * (1 + (v (n + 1) : ℂ) * z) := by
      have e0 : N - n = 1 := by omega
      simp [jostSolution, e0, jostPoly, add_comm 1 n]
    rw [e, jostSolution_tail v z (by omega : N ≤ n + 1),
      jostSolution_tail v z (by omega : N ≤ n + 2)]
    linear_combination (-(z ^ n)) * hE
  · -- inside the potential
    obtain ⟨k, hk⟩ : ∃ k, N = n + k + 2 := ⟨N - n - 2, by omega⟩
    have e0 : N - n = k + 2 := by omega
    have e1 : N - (n + 1) = k + 1 := by omega
    have e2 : N - (n + 2) = k := by omega
    have s1 : (fun m => v (m + (n + 1))) = fun m => v (m + 1 + n) := by
      funext m; congr 1; omega
    have s2 : (fun m => v (m + (n + 2))) = fun m => v (m + 2 + n) := by
      funext m; congr 1; omega
    unfold jostSolution
    rw [e0, e1, e2, s1, s2, jostPoly, add_comm 1 n]
    simp only [map_sub, map_add, map_mul, map_pow, map_one, aeval_X, aeval_C,
      Complex.coe_algebraMap]
    linear_combination
      (-(z ^ n * aeval z (jostPoly (k + 1) (fun m => v (m + 1 + n))))) * hE

/-- Two solutions at the same energy that agree from some site on are equal. -/
theorem eq_of_tail_eq {v : ℕ → ℝ} {E : ℂ} {f g : ℕ → ℂ} (hf : IsChainSolution v E f)
    (hg : IsChainSolution v E g) (M : ℕ) (t : ∀ n, M ≤ n → f n = g n) : f = g := by
  induction M with
  | zero => funext n; exact t n (Nat.zero_le n)
  | succ M ih =>
    apply ih
    intro n hn
    by_cases e : n = M
    · have a := hf M
      rw [t (M + 1) le_rfl, t (M + 2) (by omega)] at a
      rw [e]
      linear_combination hg M - a
    · exact t n (by omega)

/-- The Wronskian of two solutions at the same energy is the same at every site. -/
theorem wronskian_const {v : ℕ → ℝ} {E : ℂ} {f g : ℕ → ℂ} (hf : IsChainSolution v E f)
    (hg : IsChainSolution v E g) (n : ℕ) :
    f n * g (n + 1) - f (n + 1) * g n = f 0 * g 1 - f 1 * g 0 := by
  induction n with
  | zero => rfl
  | succ n ih => linear_combination ih + g (n + 1) * hf n - f (n + 1) * hg n

lemma first_ne_zero {v : ℕ → ℝ} {E : ℂ} {f : ℕ → ℂ} (hf : IsChainSolution v E f)
    (h0 : f 0 = 0) (hne : f ≠ 0) : f 1 ≠ 0 := by
  intro h1
  have h : ∀ n, f n = 0 ∧ f (n + 1) = 0 := by
    intro n
    induction n with
    | zero => exact ⟨h0, h1⟩
    | succ n ih =>
      have a := hf n
      rw [ih.1, ih.2] at a
      exact ⟨ih.2, by linear_combination -a⟩
  exact hne (funext fun n => (h n).1)

lemma tendsto_zero {f : ℕ → ℂ} (hs : Summable (fun n => ‖f n‖ ^ 2)) :
    Tendsto f atTop (𝓝 0) := by
  rw [tendsto_zero_iff_norm_tendsto_zero]
  have h := (Real.continuous_sqrt.tendsto 0).comp hs.tendsto_atTop_zero
  simpa [Function.comp_def, Real.sqrt_sq_eq_abs] using h

/-- For `0 < |z| < 1`, a solution equal to `z^n` from site `N` on vanishes at site `0`
exactly when its energy has a bound state. -/
theorem jost_zero_iff {v : ℕ → ℝ} {N : ℕ} {z : ℂ} (hz : z ≠ 0) (hz1 : ‖z‖ < 1)
    {f : ℕ → ℂ} (hf : IsChainSolution v (chainEnergy z) f) (ht : ∀ n, N ≤ n → f n = z ^ n) :
    f 0 = 0 ↔ HasBoundState v (chainEnergy z) := by
  -- the geometric tail makes `f` square-summable
  have hs : Summable (fun n => ‖f n‖ ^ 2) := by
    have hg : Summable (fun n : ℕ => (‖z‖ ^ 2) ^ n * (‖z‖ ^ 2) ^ N) :=
      (summable_geometric_of_lt_one (by positivity)
        (by nlinarith [norm_nonneg z])).mul_right _
    have e : (fun n => ‖f (n + N)‖ ^ 2) = fun n : ℕ => (‖z‖ ^ 2) ^ n * (‖z‖ ^ 2) ^ N := by
      funext n
      rw [ht (n + N) (by omega), norm_pow]
      ring
    refine (summable_nat_add_iff (f := fun n => ‖f n‖ ^ 2) N).1 ?_
    show Summable (fun n => ‖f (n + N)‖ ^ 2)
    rw [e]
    exact hg
  constructor
  · intro h0
    refine ⟨f, hf, h0, fun h => pow_ne_zero N hz ?_, hs⟩
    rw [← ht N le_rfl, h]
    rfl
  · rintro ⟨g, hg, g0, gne, gs⟩
    -- the constant Wronskian tends to zero
    have a := tendsto_zero hs
    have b := tendsto_zero gs
    have w := (a.mul (b.comp (tendsto_add_atTop_nat 1))).sub
      ((a.comp (tendsto_add_atTop_nat 1)).mul b)
    have c : Tendsto (fun _ : ℕ => f 0 * g 1 - f 1 * g 0) atTop (𝓝 (0 * 0 - 0 * 0)) :=
      w.congr (fun n => wronskian_const hf hg n)
    have d := tendsto_nhds_unique tendsto_const_nhds c
    have p : f 0 * g 1 = 0 := by
      rw [g0] at d
      linear_combination d
    exact (mul_eq_zero.1 p).resolve_right (first_ne_zero hg g0 gne)

/-- For a potential vanishing beyond site `N ≥ 1`, the Jost solution at site `0` is a real
polynomial in `z` of degree below `2N` with constant term `1`; for `0 < |z| < 1` it vanishes
exactly when `-(z + 1/z)` has a bound state. -/
theorem jost_polynomial_bound_states {v : ℕ → ℝ} {N : ℕ} (hN : 1 ≤ N)
    (hv : ∀ n, N < n → v n = 0) :
    (jostPoly N v).natDegree < 2 * N ∧ (jostPoly N v).eval 0 = 1 ∧
    ∀ z : ℂ, z ≠ 0 → ∃ f : ℕ → ℂ, IsChainSolution v (chainEnergy z) f ∧
      (∀ n, N ≤ n → f n = z ^ n) ∧ f 0 = aeval z (jostPoly N v) ∧
      (‖z‖ < 1 → (f 0 = 0 ↔ HasBoundState v (chainEnergy z))) := by
  refine ⟨?_, eval_zero_jostPoly N v, fun z hz => ?_⟩
  · have h : (jostPoly N v).natDegree ≤ 2 * N - 1 :=
      natDegree_le_iff_coeff_eq_zero.2
        (fun m hm => coeff_high N v m (by omega) (by omega))
    omega
  · have hf := jostSolution_isChainSolution hv hz
    have ht : ∀ n, N ≤ n → jostSolution v N z n = z ^ n :=
      fun n hn => jostSolution_tail v z hn
    exact ⟨jostSolution v N z, hf, ht, by simp [jostSolution],
      fun hz1 => jost_zero_iff hz hz1 hf ht⟩

/-- The energy of a bound state is real. -/
theorem bound_energy_real {v : ℕ → ℝ} {E : ℂ} (h : HasBoundState v E) : E.im = 0 := by
  obtain ⟨f, hf, f0, fne, fs⟩ := h
  -- current balance on the first `n` sites
  have cur : ∀ n, (f n).re * (f (n + 1)).im - (f n).im * (f (n + 1)).re
      = -E.im * ∑ k ∈ Finset.range n, ‖f (k + 1)‖ ^ 2 := by
    intro n
    induction n with
    | zero => simp [f0]
    | succ n ih =>
      have hr := congrArg Complex.re (hf n)
      have hi := congrArg Complex.im (hf n)
      simp only [Complex.add_re, Complex.sub_re, Complex.neg_re, Complex.mul_re,
        Complex.add_im, Complex.sub_im, Complex.neg_im, Complex.mul_im,
        Complex.ofReal_re, Complex.ofReal_im] at hr hi
      rw [Finset.sum_range_succ, Complex.sq_norm (f (n + 1)), Complex.normSq_apply]
      linear_combination ih - (f (n + 1)).re * hi + (f (n + 1)).im * hr
  have lim := tendsto_zero fs
  have hre : Tendsto (fun n => (f n).re) atTop (𝓝 0) := by
    simpa [Function.comp_def] using (Complex.continuous_re.tendsto 0).comp lim
  have him : Tendsto (fun n => (f n).im) atTop (𝓝 0) := by
    simpa [Function.comp_def] using (Complex.continuous_im.tendsto 0).comp lim
  have w := (hre.mul (him.comp (tendsto_add_atTop_nat 1))).sub
    (him.mul (hre.comp (tendsto_add_atTop_nat 1)))
  have hS := ((summable_nat_add_iff (f := fun n => ‖f n‖ ^ 2) 1).2 fs).hasSum
  have d := tendsto_nhds_unique (w.congr cur) (hS.tendsto_sum_nat.const_mul (-E.im))
  have pos := sum_le_hasSum {0} (fun i _ => sq_nonneg ‖f (i + 1)‖) hS
  rw [Finset.sum_singleton] at pos
  have f1 : 0 < ‖f (0 + 1)‖ ^ 2 := pow_pos (norm_pos_iff.2 (first_ne_zero hf f0 fne)) 2
  have q := (mul_eq_zero.1 (d.symm.trans (by ring))).resolve_right (f1.trans_le pos).ne'
  linarith

/-- For a potential vanishing beyond site `N`, every zero `z` of the Jost polynomial with
`0 < |z| < 1` is real. -/
theorem jost_zero_real {v : ℕ → ℝ} {N : ℕ} (hv : ∀ n, N < n → v n = 0) {z : ℂ}
    (hz : z ≠ 0) (hz1 : ‖z‖ < 1) (h0 : aeval z (jostPoly N v) = 0) : z.im = 0 := by
  have hb := (jost_zero_iff hz hz1 (jostSolution_isChainSolution hv hz)
    (fun n hn => jostSolution_tail v z hn)).1 (by simp [jostSolution, h0])
  have h := bound_energy_real hb
  simp only [chainEnergy, Complex.neg_im, Complex.add_im, Complex.inv_im] at h
  have hq : 0 < Complex.normSq z := Complex.normSq_pos.2 hz
  have hq1 : Complex.normSq z < 1 := by
    rw [← Complex.sq_norm]
    nlinarith [norm_nonneg z]
  have e : -z.im / Complex.normSq z * Complex.normSq z = -z.im := div_mul_cancel₀ _ hq.ne'
  have p : z.im * (Complex.normSq z - 1) = 0 := by
    linear_combination (-Complex.normSq z) * h - e
  exact (mul_eq_zero.1 p).resolve_right (by linarith)

/-- An impurity of strength `u` on the first site has a bound state at some energy
`-(z + 1/z)` with `0 < |z| < 1` exactly when `|u| > 1`. -/
theorem impurity_binds_iff (u : ℝ) :
    (∃ z : ℂ, z ≠ 0 ∧ ‖z‖ < 1 ∧
      HasBoundState (fun n => if n = 1 then u else 0) (chainEnergy z)) ↔ 1 < |u| := by
  have key : ∀ z : ℂ, z ≠ 0 → ‖z‖ < 1 →
      (1 + (u : ℂ) * z = 0 ↔
        HasBoundState (fun n => if n = 1 then u else 0) (chainEnergy z)) := by
    intro z hz hz1
    obtain ⟨f, -, -, hf0, hiff⟩ := (jost_polynomial_bound_states (N := 1)
      (v := fun n => if n = 1 then u else 0) le_rfl
      (fun n hn => if_neg (by omega))).2.2 z hz
    have e : f 0 = 1 + (u : ℂ) * z := by
      rw [hf0]
      simp [jostPoly]
    rw [← e]
    exact hiff hz1
  constructor
  · rintro ⟨z, hz, hz1, hb⟩
    have h := (key z hz hz1).2 hb
    have h' : (u : ℂ) * z = -1 := by linear_combination h
    have hn : |u| * ‖z‖ = 1 := by simpa using congrArg norm h'
    by_contra hu
    nlinarith [norm_nonneg z, not_lt.1 hu]
  · intro hu
    have hu0 : (u : ℂ) ≠ 0 := by
      intro h
      rw [Complex.ofReal_eq_zero.1 h, abs_zero] at hu
      linarith
    have hz : -(u : ℂ)⁻¹ ≠ 0 := neg_ne_zero.2 (inv_ne_zero hu0)
    have hz1 : ‖-(u : ℂ)⁻¹‖ < 1 := by
      rw [norm_neg, norm_inv, Complex.norm_real, Real.norm_eq_abs]
      exact inv_lt_one_of_one_lt₀ hu
    refine ⟨-(u : ℂ)⁻¹, hz, hz1, (key _ hz hz1).1 ?_⟩
    rw [mul_neg, mul_inv_cancel₀ hu0]
    ring

end

end HalfChainJost
```

```lean
#print axioms HalfChainJost.eq_of_tail_eq
#print axioms HalfChainJost.jost_polynomial_bound_states
#print axioms HalfChainJost.jost_zero_real
#print axioms HalfChainJost.impurity_binds_iff
```

```
'HalfChainJost.eq_of_tail_eq' depends on axioms: [propext, Classical.choice, Quot.sound]
'HalfChainJost.jost_polynomial_bound_states' depends on axioms: [propext, Classical.choice, Quot.sound]
'HalfChainJost.jost_zero_real' depends on axioms: [propext, Classical.choice, Quot.sound]
'HalfChainJost.impurity_binds_iff' depends on axioms: [propext, Classical.choice, Quot.sound]
```

## From the recursion to the Lean proof

`coeff_step` reads the recursion coefficient by coefficient. `coeff_high` derives the degree bound from it, `jostPoly_coeff_top` the top coefficient (stated for `N + 1` sites), and `eval_zero_jostPoly` gives the constant term.

`jostSolution_isChainSolution` checks the equation in the free region, at the last potential site and inside the potential. Each case ends with `linear_combination`, using $Ez=-(z^2+1)$. `eq_of_tail_eq` runs the recursion backwards to show that the tail fixes the solution.

In `jost_zero_iff`, a geometric series gives one direction. The other combines `wronskian_const`, `tendsto_zero` and uniqueness of limits to get $f_0\psi_1=0$, and `first_ne_zero` excludes $\psi_1=0$.

`bound_energy_real` proves the summed current balance `cur` by induction and takes the limit; the sum is positive because it is at least $|\psi_1|^2$. `jost_zero_real` transfers this to $z$, and `impurity_binds_iff` solves $1+uz=0$.
